# A continuous periodic function of an angle with zero mean, if not identically zero, is positive somewhere

Let `g` be a continuous real function of an angle, with period 2π, whose mean over one full turn is zero. The theorem states that if `g` is non-zero at some angle, then there is an angle `b` with 0 ≤ `b` < 2π at which `g b` is strictly positive. The proof is by contradiction: if `g` is nowhere positive within one turn, then by periodicity it is nowhere positive at all, and it is strictly negative at some angle `y` in the turn. The integral of `-g` over the turn should then be strictly positive, which contradicts the zero mean.

Lean 4 with Mathlib refuses this proof:

```lean
import Mathlib

open Real

namespace ExistsPosOfMeanZero

noncomputable section

/-- The mean of a function of an angle over one full turn. -/
def circleMean (f : ℝ → ℝ) : ℝ := (∫ x in (0 : ℝ)..2 * π, f x) / (2 * π)

/-- A continuous `2π`-periodic function with zero mean that is non-zero somewhere is
positive at some angle within one turn. -/
theorem exists_pos_of_mean_zero {g : ℝ → ℝ} (hg : Continuous g)
    (hp : Function.Periodic g (2 * π)) (h0 : circleMean g = 0) (hne : ∃ c, g c ≠ 0) :
    ∃ b ∈ Set.Ico 0 (2 * π), 0 < g b := by
  by_contra hcon
  push Not at hcon
  have hpi : 0 < 2 * π := by positivity
  obtain ⟨c, hc⟩ := hne
  obtain ⟨y, hy, hcy⟩ := hp.exists_mem_Ico₀ hpi c
  have hle : ∀ x, g x ≤ 0 := by
    intro x
    obtain ⟨z, hz, hxz⟩ := hp.exists_mem_Ico₀ hpi x
    rw [hxz]
    exact hcon z hz
  have hylt : g y < 0 := lt_of_le_of_ne (hle y) (hcy ▸ hc)
  -- a function that is nowhere positive and somewhere negative has a negative integral
  have hint : 0 < ∫ x in (0 : ℝ)..2 * π, -g x :=
    intervalIntegral.intervalIntegral_pos_of_pos_on_aux hpi hg hle hy hylt
  rw [intervalIntegral.integral_neg] at hint
  have hz : ∫ x in (0 : ℝ)..2 * π, g x = 0 := (div_eq_zero_iff.mp h0).resolve_right hpi.ne'
  linarith

end

end ExistsPosOfMeanZero
```

The compiler's answer:

```
Main.lean:30:4: error(lean.unknownIdentifier): Unknown constant `intervalIntegral.intervalIntegral_pos_of_pos_on_aux`
```

The message says that no constant called `intervalIntegral.intervalIntegral_pos_of_pos_on_aux` exists in what the file imports or defines. The step `hint`, that the integral of `-g` is positive, therefore had no lemma behind it.

The repair uses `intervalIntegral.integral_pos`, which does exist. It gives a strictly positive integral for a function that is continuous on the closed interval, non-negative on it, and strictly positive at one point of it. The integrand here is `-g`, so each fact about `g` has to be negated first: `hg.neg.continuousOn` gives the continuity, `neg_nonneg.mpr (hle x)` the non-negativity, and `neg_pos.mpr hylt` the strict positivity at `y`. The lemma wants `y` in the closed interval, while `hy` places it in the half-open one, so `hy.2.le` weakens `y < 2 * π` to `y ≤ 2 * π`.

The reworded comment has no effect on compilation, but it corrects a false statement. The old comment left out continuity, and without it the claim fails: a function that is -1 at a single point and zero elsewhere is nowhere positive and somewhere negative, yet its integral is zero. Continuity makes `g` negative on a whole interval of angles next to `y`, and that makes the integral strictly negative.

After these edits no error is left:

```diff
@@ -26,7 +26,8 @@
     exact hcon z hz
   have hylt : g y < 0 := lt_of_le_of_ne (hle y) (hcy ▸ hc)
-  -- a function that is nowhere positive and somewhere negative has a negative integral
+  -- `g` is continuous, nowhere positive and negative at `y`, so its integral is negative
   have hint : 0 < ∫ x in (0 : ℝ)..2 * π, -g x :=
-    intervalIntegral.intervalIntegral_pos_of_pos_on_aux hpi hg hle hy hylt
+    intervalIntegral.integral_pos hpi hg.neg.continuousOn
+      (fun x _ => neg_nonneg.mpr (hle x)) ⟨y, ⟨hy.1, hy.2.le⟩, neg_pos.mpr hylt⟩
   rw [intervalIntegral.integral_neg] at hint
   have hz : ∫ x in (0 : ℝ)..2 * π, g x = 0 := (div_eq_zero_iff.mp h0).resolve_right hpi.ne'
```
